# The T1 diagnostic is invariant under occupied and virtual rotations and the same for any number of non-interacting copies

Q: After a coupled-cluster calculation I compare the T1 diagnostic with a threshold. I use the same threshold for canonical and localised orbitals, and for one molecule or several distant copies of it. Can a theorem about matrices justify that?

A: It justifies the consistency of the number, not the choice of threshold. The singles amplitudes $t_{ai}$ form a matrix `t`, with virtual spin orbitals $a$ in the finite type `m` and occupied ones $i$ in `n`. The entries lie in `𝕜`, which is real or complex.

```lean
import Mathlib

open Matrix

namespace CoupledClusterT1

noncomputable section

variable {𝕜 m n o : Type*} [RCLike 𝕜] [Fintype m] [Fintype n]
```

Q: What is computed from them?

A: First the Gram matrix $G=t^\dagger t$, whose indices are occupied orbitals.

```lean
/-- The Gram matrix `tᴴ t` of the singles amplitudes, indexed by occupied spin orbitals. -/
def singlesGram (t : Matrix m n 𝕜) : Matrix n n 𝕜 := tᴴ * t
```

Then the squared norm $\|t\|^2=\sum_{a,i}|t_{ai}|^2$.

```lean
/-- The sum of the squared moduli of all singles amplitudes. -/
def singlesNormSq (t : Matrix m n 𝕜) : ℝ := ∑ a, ∑ i, ‖t a i‖ ^ 2
```

With $|n|$ occupied spin orbitals, not counting any frozen core, $T_1(t)=\sqrt{\|t\|^2/|n|}$. This is the spin-orbital normalisation. A common closed-shell convention sums over spatial orbitals but still divides by the number of correlated electrons, which makes the value smaller by a factor $\sqrt2$. The constant factor does not affect the results below, but a threshold must be used with the convention it was set for.

```lean
/-- The T1 diagnostic in the spin-orbital normalisation: the norm of the singles amplitudes divided
by the square root of the number of occupied spin orbitals. -/
def t1Diagnostic (t : Matrix m n 𝕜) : ℝ := √(singlesNormSq t / Fintype.card n)
```

Q: Why bring in $G$ at all?

A: Its trace is the squared norm, and traces behave well under rotations:
$$\operatorname{tr}G=\sum_i\sum_a \overline{t_{ai}}\,t_{ai}=\|t\|^2 .$$
The proof expands the trace, swaps the two sums and uses $\bar z z=|z|^2$ term by term.

```lean
/-- The trace of the Gram matrix is the sum of the squared moduli of the amplitudes. -/
theorem trace_singlesGram (t : Matrix m n 𝕜) :
    (singlesGram t).trace = ((singlesNormSq t : ℝ) : 𝕜) := by
  simp only [singlesGram, singlesNormSq, Matrix.trace, Matrix.diag_apply, Matrix.mul_apply,
    Matrix.conjTranspose_apply]
  rw [Finset.sum_comm]
  push_cast
  exact Finset.sum_congr rfl fun a _ => Finset.sum_congr rfl fun i _ => RCLike.conj_mul (t a i)
```

Since $\|t\|^2/|n|$ is nonnegative, squaring $T_1$ removes the root.

```lean
/-- The square of the T1 diagnostic is the squared amplitude norm per occupied spin orbital. -/
theorem t1Diagnostic_sq (t : Matrix m n 𝕜) :
    t1Diagnostic t ^ 2 = singlesNormSq t / Fintype.card n := by
  unfold t1Diagnostic
  exact Real.sq_sqrt (by unfold singlesNormSq; positivity)
```

Q: Where do the orbital rotations enter?

A: As unitary matrices $V$ on the virtual space and $U$ on the occupied space, orthogonal in the real case, with $t\mapsto VtU$. That the amplitudes transform this way is an input here, not derived from the coupled-cluster equations. Rotations mixing occupied with virtual orbitals change the reference determinant and are not covered. Nor are rotations mixing frozen with correlated orbitals, which change the space being correlated. Because $V^\dagger V=1$,
$$(VtU)^\dagger(VtU)=U^\dagger t^\dagger V^\dagger V t U=U^\dagger G U .$$
The `calc` block is this line.

```lean
variable [DecidableEq m] [DecidableEq n]

omit [DecidableEq n] in
/-- A rotation `V` of the virtual orbitals drops out of the Gram matrix, and a rotation `U` of
the occupied orbitals conjugates it. -/
theorem singlesGram_rotate (t : Matrix m n 𝕜) {V : Matrix m m 𝕜}
    (hV : V ∈ unitaryGroup m 𝕜) (U : Matrix n n 𝕜) :
    singlesGram (V * t * U) = Uᴴ * singlesGram t * U := by
  have h : Vᴴ * V = 1 := mem_unitaryGroup_iff'.mp hV
  unfold singlesGram
  calc (V * t * U)ᴴ * (V * t * U) = Uᴴ * (tᴴ * (Vᴴ * V) * t) * U := by
        simp only [Matrix.conjTranspose_mul, Matrix.mul_assoc]
    _ = Uᴴ * (tᴴ * t) * U := by rw [h, Matrix.mul_one]
```

Q: And the spectrum of $G$?

A: It is fixed, because
$$\det(X-U^\dagger GU)=\det\!\big(U^\dagger(X-G)U\big)=\det(X-G).$$
Lean takes a shorter path: $AB$ and $BA$ have the same characteristic polynomial, so $U^\dagger(GU)$ may be replaced by $GUU^\dagger=G$.

```lean
/-- The characteristic polynomial of the Gram matrix is unchanged by unitary rotations within
the virtual and within the occupied space. -/
theorem charpoly_rotate (t : Matrix m n 𝕜) {V : Matrix m m 𝕜} {U : Matrix n n 𝕜}
    (hV : V ∈ unitaryGroup m 𝕜) (hU : U ∈ unitaryGroup n 𝕜) :
    (singlesGram (V * t * U)).charpoly = (singlesGram t).charpoly := by
  have h : U * Uᴴ = 1 := mem_unitaryGroup_iff.mp hU
  -- move `Uᴴ` to the right end, where it meets `U`
  rw [singlesGram_rotate t hV U, Matrix.mul_assoc, Matrix.charpoly_mul_comm, Matrix.mul_assoc,
    h, Matrix.mul_one]
```

The trace is cyclic, so the same move gives $\operatorname{tr}(U^\dagger GU)=\operatorname{tr}G$. Equal traces mean equal norms, hence equal $T_1$.

```lean
/-- The trace of the Gram matrix and the T1 diagnostic are unchanged by unitary rotations within
the virtual and within the occupied space. -/
theorem t1Diagnostic_rotate (t : Matrix m n 𝕜) {V : Matrix m m 𝕜} {U : Matrix n n 𝕜}
    (hV : V ∈ unitaryGroup m 𝕜) (hU : U ∈ unitaryGroup n 𝕜) :
    (singlesGram (V * t * U)).trace = (singlesGram t).trace ∧
      t1Diagnostic (V * t * U) = t1Diagnostic t := by
  have h : U * Uᴴ = 1 := mem_unitaryGroup_iff.mp hU
  have htr : (singlesGram (V * t * U)).trace = (singlesGram t).trace := by
    rw [singlesGram_rotate t hV U, Matrix.mul_assoc, Matrix.trace_mul_comm, Matrix.mul_assoc,
      h, Matrix.mul_one]
  refine ⟨htr, ?_⟩
  -- the trace is the squared norm, so the norms agree too
  rw [trace_singlesGram, trace_singlesGram] at htr
  have hn : singlesNormSq (V * t * U) = singlesNormSq t := by exact_mod_cast htr
  unfold t1Diagnostic
  rw [hn]
```

Q: How does "non-interacting" become mathematics?

A: As block-diagonal amplitudes: in orbitals localised on the fragments, no single excitation moves an electron from one fragment to another. This too is assumed. The fragments $k$ in `o` may have different amplitudes $t_k$, but all have the same orbital counts. Multiplying block by block gives $G=\bigoplus_k G_k$ with $G_k=t_k^\dagger t_k$. The matrix $X-G$ is then block diagonal as well, which `hC` checks entry by entry, and its determinant is the product over fragments.

```lean
variable [Fintype o] [DecidableEq o]

omit [DecidableEq m] in
/-- For non-interacting fragments the Gram matrix is block diagonal, and its characteristic
polynomial is the product of those of the fragments. -/
theorem singlesGram_fragments (t : o → Matrix m n 𝕜) :
    singlesGram (blockDiagonal t) = blockDiagonal (fun k => singlesGram (t k)) ∧
      (singlesGram (blockDiagonal t)).charpoly = ∏ k, (singlesGram (t k)).charpoly := by
  have hG : singlesGram (blockDiagonal t) = blockDiagonal (fun k => singlesGram (t k)) := by
    unfold singlesGram
    rw [Matrix.blockDiagonal_conjTranspose, ← Matrix.blockDiagonal_mul]
  refine ⟨hG, ?_⟩
  -- the characteristic matrix is block diagonal as well
  have hC : charmatrix (blockDiagonal (fun k => singlesGram (t k))) =
      blockDiagonal (fun k => charmatrix (singlesGram (t k))) := by
    ext1 ⟨i, k⟩ ⟨j, l⟩
    by_cases hk : k = l <;> by_cases hi : i = j <;>
      simp [Matrix.blockDiagonal_apply, hk, hi]
  rw [hG]
  unfold Matrix.charpoly
  rw [hC, Matrix.det_blockDiagonal]
```

The trace of $G$ is the sum of the fragment traces, and there are $|n||o|$ occupied orbitals, so
$$T_1^2=\frac{\sum_k\|t_k\|^2}{|n||o|}=\frac1{|o|}\sum_k T_1(t_k)^2 .$$

```lean
omit [DecidableEq m] in
/-- For non-interacting fragments with equally many orbitals, the squared T1 diagnostic of the
whole is the mean of the squared T1 diagnostics of the fragments. -/
theorem t1Diagnostic_sq_fragments (t : o → Matrix m n 𝕜) :
    t1Diagnostic (blockDiagonal t) ^ 2 = (∑ k, t1Diagnostic (t k) ^ 2) / Fintype.card o := by
  have h : ((singlesNormSq (blockDiagonal t) : ℝ) : 𝕜) =
      ((∑ k, singlesNormSq (t k) : ℝ) : 𝕜) := by
    rw [← trace_singlesGram (blockDiagonal t), (singlesGram_fragments t).1,
      Matrix.trace_blockDiagonal, RCLike.ofReal_sum]
    exact Finset.sum_congr rfl fun k _ => trace_singlesGram (t k)
  have hn : singlesNormSq (blockDiagonal t) = ∑ k, singlesNormSq (t k) := by exact_mod_cast h
  simp only [t1Diagnostic_sq, hn, Fintype.card_prod, Nat.cast_mul, ← Finset.sum_div, div_div]
```

Q: My localisation might mix orbitals of different molecules. Does the result survive?

A: Yes. In the next theorem $V$ and $U$ act on the whole assembly, `m × Fin N` and `n × Fin N`, and may mix the copies. The proof first removes them by invariance. The mean of $N$ equal values is that value, and nonnegative numbers with equal squares are equal. The characteristic polynomial becomes an $N$-th power. The hypothesis `hN` excludes the empty assembly, whose diagnostic Lean evaluates as zero.

```lean
/-- For `N ≥ 1` non-interacting copies of a system, in orbitals rotated by any unitaries within
the virtual and occupied spaces of the whole, the T1 diagnostic equals that of one copy, and the
characteristic polynomial of the Gram matrix is the `N`-th power of that of one copy. -/
theorem t1Diagnostic_invariant_intensive (t : Matrix m n 𝕜) {N : ℕ} (hN : N ≠ 0)
    {V : Matrix (m × Fin N) (m × Fin N) 𝕜} {U : Matrix (n × Fin N) (n × Fin N) 𝕜}
    (hV : V ∈ unitaryGroup (m × Fin N) 𝕜) (hU : U ∈ unitaryGroup (n × Fin N) 𝕜) :
    t1Diagnostic (V * blockDiagonal (fun _ : Fin N => t) * U) = t1Diagnostic t ∧
      (singlesGram (V * blockDiagonal (fun _ : Fin N => t) * U)).charpoly =
        (singlesGram t).charpoly ^ N := by
  constructor
  · rw [(t1Diagnostic_rotate _ hV hU).2]
    -- the mean of `N` equal values is that value
    have h := t1Diagnostic_sq_fragments (fun _ : Fin N => t)
    have hN' : (N : ℝ) ≠ 0 := Nat.cast_ne_zero.mpr hN
    rw [Finset.sum_const, Finset.card_univ, Fintype.card_fin, nsmul_eq_mul,
      mul_div_cancel_left₀ _ hN'] at h
    exact (sq_eq_sq₀ (Real.sqrt_nonneg _) (Real.sqrt_nonneg _)).mp h
  · rw [charpoly_rotate _ hV hU, (singlesGram_fragments _).2, Finset.prod_const,
      Finset.card_univ, Fintype.card_fin]
```

Q: What is the smallest case that has an amplitude?

A: One virtual orbital, one occupied orbital and $N=1$. Then $t$ is a single number, $T_1=|t|$, and the rotations are phases or signs.

Q: And one with numbers?

A: Take $t=\operatorname{diag}(0.01,\,0.07)$. Then $\|t\|^2=0.0001+0.0049=0.005$ and $T_1=\sqrt{0.005/2}=0.05$. Rotating the occupied pair by 45° gives
$$G'=\begin{pmatrix}0.0025&0.0024\\0.0024&0.0025\end{pmatrix},$$
with trace $0.005$ and eigenvalues $0.0001$ and $0.0049$, as before. Two copies give $\sqrt{0.010/4}=0.05$.

Q: What if the second fragment has no singles amplitudes?

A: Then $T_1=\sqrt{0.005/4}\approx0.035$. An intensive average can hide one troublesome fragment among well-behaved ones. In the mean over fragments only the term `k₀` survives, so $T_1^2$ is divided by $|o|$.

```lean
omit [DecidableEq m] in
/-- If only one of several equally large non-interacting fragments has nonzero singles
amplitudes, the squared T1 diagnostic of the whole is that of this fragment divided by the
number of fragments. -/
theorem t1Diagnostic_sq_dilution (t : Matrix m n 𝕜) (k₀ : o) :
    t1Diagnostic (blockDiagonal (fun k => if k = k₀ then t else 0)) ^ 2 =
      t1Diagnostic t ^ 2 / Fintype.card o := by
  rw [t1Diagnostic_sq_fragments, Finset.sum_eq_single k₀]
  · rw [if_pos rfl]
  · intro k _ hk
    rw [if_neg hk]
    simp [t1Diagnostic, singlesNormSq]
  · intro h
    exact absurd (Finset.mem_univ k₀) h

end

end CoupledClusterT1
```

```lean
#print axioms CoupledClusterT1.t1Diagnostic_invariant_intensive
#print axioms CoupledClusterT1.t1Diagnostic_sq_dilution
```

```
'CoupledClusterT1.t1Diagnostic_invariant_intensive' depends on axioms: [propext, Classical.choice, Quot.sound]
'CoupledClusterT1.t1Diagnostic_sq_dilution' depends on axioms: [propext, Classical.choice, Quot.sound]
```
